# Linear-response Hubbard U as a wavevector average on a ring with invertible responses

## Occupations, potential shifts and Fourier conventions

Let $n_i$ be the occupation of a localised orbital in cell $i$ of a crystal, and let $\alpha_j$ be a small potential shift applied to the same orbital in cell $j$. The static response matrix is $\chi_{ij}=\partial n_i/\partial\alpha_j$. Its bare version $\chi_0$ is taken before the electrons' own potential readjusts, and its screened version $\chi$ afterwards. The linear-response Hubbard parameter of site $i$ is

$$U_i=(\chi_0^{-1}-\chi^{-1})_{ii}.$$

The problem is to obtain this number from the responses to monochromatic perturbations, that is, potential shifts that vary from cell to cell as a single plane wave.

Take $L\ge 1$ cells on a ring, with one orbital per cell. Cells are labelled by integers modulo $L$, and translation symmetry makes the response depend only on the separation:

$$A_{ij}=a(i-j).$$

Here $A$ stands for either response matrix and $a$ is a complex function; a physical static response would be real. Wavevectors are also labelled by integers $q$ modulo $L$; for lattice spacing $d$ the physical wavevector is $2\pi q/(Ld)$. The response at wavevector $q$ is

$$h(q)=\sum_r a(r)\,e^{-2\pi i qr/L}.$$

The letter $h$ denotes a response, not a Hamiltonian. In exponents, $i$ is the imaginary unit; elsewhere it is a cell index. The Bloch wave is $b_q(j)=e^{2\pi i qj/L}$, without a normalising factor; the normalised vector is $b_q/\sqrt L$.

## The inverse response and the Hubbard parameter

If $h(q)\neq0$ for every $q$, then $A$ is invertible and, for every cell $i$,

$$(A^{-1})_{ii}=\frac1L\sum_q\frac1{h(q)}.$$

The condition means that no monochromatic potential pattern leaves all occupations unchanged to first order. It is also necessary: $A$ is invertible exactly when no $h(q)$ vanishes. When both the bare response $h_0$ and the screened response $h$ satisfy it,

$$U_i=\frac1L\sum_q\left(\frac1{h_0(q)}-\frac1{h(q)}\right).$$

Density-functional perturbation theory (DFPT) computes responses to monochromatic perturbations, and for a finite ring with one orbital per cell this formula turns them directly into $U$.

In Lean, `ZMod L` is the type of both cells and wavevectors, and `[NeZero L]` says that there is at least one cell. The matrix $A$ is `response a`, $h(q)$ is `latticeSum a q`, and $b_q$ is `blochWave q`. In the explicit phase, `q.val` and `r.val` are the representatives between $0$ and $L-1$. A hypothesis named `h` in the theorems is not the function $h(q)$: it is the nonvanishing condition, except in `not_isUnit_of_neutral`, where it is the assumption $\sum_r a(r)=0$.

The theorem `inverse_response_diagonal` states two things: `IsUnit (response a)`, which is invertibility, and the formula for the diagonal entry at every `i`. The definition `hubbardU` accepts any two matrices, but Mathlib assigns the zero matrix as the inverse of a singular one, so its value has the intended meaning only for invertible responses.

The step left to physics is the identification of `a₀` and `a` with the bare and screened responses of a real material. Several orbitals per cell would turn $h(q)$ into a matrix, and a three-dimensional crystal would need three cell indices. The ring stays finite, with no limit $L\to\infty$.

## From Bloch waves to the inverse matrix

Bloch waves satisfy $b_q(i+j)=b_q(i)b_q(j)$ and $b_q(0)=1$. Apply $A$ to one of them and substitute $r=i-j$:

$$\sum_j a(i-j)b_q(j)=\sum_r a(r)b_q(i-r)=b_q(i)\sum_r a(r)b_q(-r)=h(q)\,b_q(i).$$

So $b_q$ is an eigenvector of $A$ with eigenvalue $h(q)$.

Next, sum over wavevectors at a fixed cell $r$. For $r=0$ every term is $1$ and the sum is $L$. For $r\ne0$ put $z=e^{2\pi i r/L}$. Then $z\neq1$ and $z^L=1$, so

$$\sum_q b_q(r)=\sum_{q=0}^{L-1}z^q=\frac{z^L-1}{z-1}=0.$$

Now define

$$G_{ij}=\frac1L\sum_q\frac{b_q(i-j)}{h(q)}.$$

Multiplying by $A$ and using the eigenvalue equation gives

$$\begin{aligned}
(AG)_{ij}&=\frac1L\sum_q\frac{b_q(-j)}{h(q)}\sum_k a(i-k)b_q(k)\\
&=\frac1L\sum_q\frac{b_q(-j)}{h(q)}\,h(q)\,b_q(i)\\
&=\frac1L\sum_q b_q(i-j)=\delta_{ij}.
\end{aligned}$$

For finite square matrices a right inverse is also a left inverse, so $G=A^{-1}$. Setting $i=j$ and using $b_q(0)=1$ gives the diagonal formula. Subtracting the screened result from the bare one gives $U_i$.

Conversely, if $h(q)=0$ for some $q$, then $Ab_q=0$. Since $b_q(0)=1$, the vector $b_q$ is nonzero, and $A$ is singular.

A particular case is $\sum_r a(r)=0$, which says $h(0)=0$. A uniform potential shift then changes no occupation, as happens when the chosen orbitals hold all the electrons and their number is fixed. Such a response matrix has no inverse.

## Rings of one and two cells

For $L=1$ the only wavevector is $q=0$, and $h(0)=a(0)$. The matrix is a single number, its inverse is $1/a(0)$, and $U=1/a_0(0)-1/a(0)$, where $a_0$ is the bare response function.

For $L=2$ the two responses are $h(0)=a(0)+a(1)$ and $h(1)=a(0)-a(1)$. If both are nonzero, the average is

$$\frac12\left(\frac1{a(0)+a(1)}+\frac1{a(0)-a(1)}\right)=\frac{a(0)}{a(0)^2-a(1)^2},$$

which is the diagonal entry found by inverting the $2\times2$ matrix directly.

## The Lean file

```lean
import Mathlib

open Matrix

namespace LinearResponseHubbard

noncomputable section

variable {L : ℕ} [NeZero L]

/-- The response matrix of a periodic ring of `L` cells: the occupation of cell `i` responds
to a potential shift on cell `j` with strength `a (i - j)`. -/
def response (a : ZMod L → ℂ) : Matrix (ZMod L) (ZMod L) ℂ :=
  Matrix.of fun i j => a (i - j)

/-- The response at wavevector `q`: the lattice Fourier sum
`h(q) = ∑ r, a(r) exp(-2πi q r / L)`. -/
def latticeSum (a : ZMod L → ℂ) (q : ZMod L) : ℂ :=
  ∑ r, a r * Complex.exp (-(2 * Real.pi * Complex.I * (q.val : ℂ) * (r.val : ℂ) / (L : ℂ)))

/-- The Bloch wave `exp(2πi q j / L)` of wavevector `q` on the ring of cells. -/
def blochWave (q : ZMod L) : ZMod L → ℂ :=
  fun j => ZMod.stdAddChar (q * j)

/-- The linear-response Hubbard parameter of site `i`, the diagonal entry of `χ₀⁻¹ - χ⁻¹`,
for invertible bare and screened response matrices `χ₀` and `χ`. -/
def hubbardU (χ₀ χ : Matrix (ZMod L) (ZMod L) ℂ) (i : ZMod L) : ℂ :=
  (χ₀⁻¹ - χ⁻¹) i i

/-- The Bloch wave at cell `-r` is the explicit phase `exp(-2πi q r / L)`. -/
theorem blochWave_neg (q r : ZMod L) :
    blochWave q (-r) =
      Complex.exp (-(2 * Real.pi * Complex.I * (q.val : ℂ) * (r.val : ℂ) / (L : ℂ))) := by
  have e : q * -r = ((-((q.val : ℤ) * (r.val : ℤ)) : ℤ) : ZMod L) := by
    rw [Int.cast_neg, Int.cast_mul, Int.cast_natCast, Int.cast_natCast,
      ZMod.natCast_zmod_val, ZMod.natCast_zmod_val, mul_neg]
  change ZMod.stdAddChar (q * -r) = _
  rw [e, ZMod.stdAddChar_coe]
  congr 1
  rw [Int.cast_neg, Int.cast_mul, Int.cast_natCast, Int.cast_natCast]
  ring

/-- Translating a Bloch wave multiplies it by a phase. -/
theorem blochWave_add (q i j : ZMod L) :
    blochWave q (i + j) = blochWave q i * blochWave q j := by
  change ZMod.stdAddChar (q * (i + j)) = ZMod.stdAddChar (q * i) * ZMod.stdAddChar (q * j)
  rw [mul_add, AddChar.map_add_eq_mul]

/-- A monochromatic perturbation produces a monochromatic response: each Bloch wave is an
eigenvector of the response matrix, with eigenvalue `h(q)`. -/
theorem response_mulVec_blochWave (a : ZMod L → ℂ) (q : ZMod L) :
    response a *ᵥ blochWave q = latticeSum a q • blochWave q := by
  ext i
  have hsum : latticeSum a q = ∑ r, a r * blochWave q (-r) :=
    Finset.sum_congr rfl fun r _ => by rw [blochWave_neg]
  rw [Pi.smul_apply, smul_eq_mul, hsum, Finset.sum_mul]
  change ∑ j, a (i - j) * blochWave q j = _
  -- sum over the separation r = i - j instead of the cell j
  refine Fintype.sum_equiv (Equiv.subLeft i) _ _ fun j => ?_
  simp only [Equiv.subLeft_apply]
  rw [mul_assoc, ← blochWave_add, show -(i - j) + i = j by ring]

/-- Completeness of Bloch waves: summed over all wavevectors they give `L` at the origin
and cancel at every other cell. -/
theorem sum_blochWave (r : ZMod L) :
    ∑ q, blochWave q r = if r = 0 then (L : ℂ) else 0 := by
  have h := AddChar.sum_mulShift r (ZMod.isPrimitive_stdAddChar L)
  simpa [blochWave, ZMod.card] using h

/-- If no `h(q)` vanishes, the Fourier synthesis of `1/h(q)` is a right inverse of the
response matrix. -/
theorem response_mul_kernel (a : ZMod L → ℂ) (h : ∀ q, latticeSum a q ≠ 0) :
    response a * Matrix.of (fun i j =>
      (∑ q, blochWave q (i - j) / latticeSum a q) / (L : ℂ)) = 1 := by
  have hL : (L : ℂ) ≠ 0 := Nat.cast_ne_zero.mpr (NeZero.ne L)
  ext i j
  have eig : ∀ q, ∑ k, a (i - k) * blochWave q k = latticeSum a q * blochWave q i :=
    fun q => congrFun (response_mulVec_blochWave a q) i
  rw [Matrix.mul_apply]
  calc ∑ k, a (i - k) * ((∑ q, blochWave q (k - j) / latticeSum a q) / (L : ℂ))
      = (∑ q, (∑ k, a (i - k) * blochWave q k) * blochWave q (-j) / latticeSum a q)
          / (L : ℂ) := by
        simp only [Finset.sum_div, Finset.mul_sum, Finset.sum_mul]
        rw [Finset.sum_comm]
        refine Finset.sum_congr rfl fun q _ => Finset.sum_congr rfl fun k _ => ?_
        rw [sub_eq_add_neg k j, blochWave_add]
        ring
    _ = (∑ q, blochWave q (i - j)) / (L : ℂ) := by
        -- the eigenvalue h(q) cancels against 1/h(q)
        congr 1
        refine Finset.sum_congr rfl fun q _ => ?_
        have hq := h q
        rw [eig, sub_eq_add_neg, blochWave_add]
        field_simp
    _ = (1 : Matrix (ZMod L) (ZMod L) ℂ) i j := by
        rw [sum_blochWave, Matrix.one_apply]
        by_cases hij : i = j
        · subst hij
          simp [hL]
        · simp [sub_eq_zero, hij]

/-- If no `h(q)` vanishes, the response matrix is invertible and every diagonal entry of its
inverse is the average of `1/h(q)` over the `L` wavevectors. -/
theorem inverse_response_diagonal (a : ZMod L → ℂ) (h : ∀ q, latticeSum a q ≠ 0) :
    IsUnit (response a) ∧
      ∀ i, (response a)⁻¹ i i = (∑ q, 1 / latticeSum a q) / (L : ℂ) := by
  have hr := response_mul_kernel a h
  refine ⟨⟨⟨_, _, hr, mul_eq_one_comm.mp hr⟩, rfl⟩, fun i => ?_⟩
  rw [Matrix.inv_eq_right_inv hr]
  simp [blochWave]

/-- The response matrix is invertible exactly when the response `h(q)` is nonzero at every
wavevector. -/
theorem isUnit_response_iff (a : ZMod L → ℂ) :
    IsUnit (response a) ↔ ∀ q, latticeSum a q ≠ 0 := by
  refine ⟨?_, fun h => (inverse_response_diagonal a h).1⟩
  rintro ⟨u, hu⟩ q hq
  -- a vanishing h(q) would put the Bloch wave in the kernel
  have e := response_mulVec_blochWave a q
  rw [hq, zero_smul, ← hu] at e
  have hz : blochWave q = 0 := by
    calc blochWave q
        = ((↑u⁻¹ : Matrix (ZMod L) (ZMod L) ℂ) * ↑u) *ᵥ blochWave q := by
          rw [Units.inv_mul, Matrix.one_mulVec]
      _ = 0 := by rw [← Matrix.mulVec_mulVec, e, Matrix.mulVec_zero]
  have h0 := congrFun hz 0
  simp [blochWave] at h0

/-- If a uniform potential shift moves no charge, `∑ r, a(r) = 0`, the response matrix is
not invertible. -/
theorem not_isUnit_of_neutral (a : ZMod L → ℂ) (h : ∑ r, a r = 0) :
    ¬ IsUnit (response a) := fun hu =>
  (isUnit_response_iff a).1 hu 0 (by simp [latticeSum, h])

/-- If the bare and screened responses are nonzero at every wavevector, the Hubbard parameter
of each site is the wavevector average of `1/h₀(q) - 1/h(q)`. -/
theorem hubbardU_eq_average (a₀ a : ZMod L → ℂ)
    (h₀ : ∀ q, latticeSum a₀ q ≠ 0) (h : ∀ q, latticeSum a q ≠ 0) (i : ZMod L) :
    hubbardU (response a₀) (response a) i =
      (∑ q, (1 / latticeSum a₀ q - 1 / latticeSum a q)) / (L : ℂ) := by
  rw [hubbardU, Matrix.sub_apply, (inverse_response_diagonal a₀ h₀).2 i,
    (inverse_response_diagonal a h).2 i, Finset.sum_sub_distrib, sub_div]

end

end LinearResponseHubbard
```

```lean
#print axioms LinearResponseHubbard.not_isUnit_of_neutral
#print axioms LinearResponseHubbard.hubbardU_eq_average
```

```
'LinearResponseHubbard.not_isUnit_of_neutral' depends on axioms: [propext, Classical.choice, Quot.sound]
'LinearResponseHubbard.hubbardU_eq_average' depends on axioms: [propext, Classical.choice, Quot.sound]
```

## Eigenvectors, completeness and cancellation in Lean

The file defines Bloch waves through Mathlib's standard additive character of `ZMod L`. The lemma `blochWave_neg` identifies this character at $-r$ with the explicit exponential in `latticeSum`, by writing the product of residues as an integer. The lemma `blochWave_add` is the multiplication rule.

In `response_mulVec_blochWave`, the substitution $r=i-j$ is carried out by `Fintype.sum_equiv` with the bijection `Equiv.subLeft i`. The multiplication rule then matches the two sums term by term.

For completeness, `sum_blochWave` replaces the geometric series with Mathlib's `AddChar.sum_mulShift`. It requires the character to be primitive, which supplies the cancellation at every nonzero cell.

The calculation of $AG$ is `response_mul_kernel`, in three stages:

1. `Finset.sum_comm` exchanges the sums over cells and wavevectors, and `blochWave_add` splits off the factor $b_q(-j)$.
2. The eigenvalue equation `eig` is inserted, and `field_simp` cancels $h(q)$ using its nonvanishing.
3. `sum_blochWave` gives the identity matrix, with the cases $i=j$ and $i\ne j$ treated separately.

The main theorem `inverse_response_diagonal` obtains the left inverse from `mul_eq_one_comm`. It identifies Mathlib's matrix inverse with $G$ through `Matrix.inv_eq_right_inv`, and simplification at zero separation leaves the average.

For the converse in `isUnit_response_iff`, a vanishing $h(q)$ gives $Ab_q=0$. Multiplying by the inverse forces $b_q=0$, and evaluation at cell $0$ yields the contradiction $1=0$. The theorem `not_isUnit_of_neutral` applies this equivalence at $q=0$, and `hubbardU_eq_average` subtracts two instances of the diagonal formula.
